# The relative rotation angle is a metric on proper rotation matrices

Suppose two molecular orientations each lie within 10° of a reference. If the angle used to compare them broke the triangle inequality, they could still differ by more than 20°, and twice the radius of a cluster built around the reference would no longer bound its width. For rotation matrices $R,S$ the angle, in radians, is

$$d(R,S)=\arccos\frac{\operatorname{tr}(R^TS)-1}{2}.$$

It does obey the inequality, so such bounds hold when rigid bodies are compared in a simulation.

In Lean 4 with Mathlib:

```lean
import Mathlib

open Matrix

namespace OrientationMetric

local notation "M3" => Matrix (Fin 3) (Fin 3) ℝ
```

## A rigid frame that keeps its handedness

`IsRotation` has two parts: $R^TR=1$ preserves lengths and angles, and $\det R=1$ excludes reflections. `relAngle` is $d$.

```lean
/-- A proper rotation of three-dimensional space: an orthogonal matrix of determinant one. -/
def IsRotation (R : M3) : Prop := Rᵀ * R = 1 ∧ R.det = 1

/-- The relative rotation angle of two orientations, `arccos ((tr (Rᵀ S) - 1) / 2)`. -/
noncomputable def relAngle (R S : M3) : ℝ := Real.arccos ((trace (Rᵀ * S) - 1) / 2)
```

Identifying a molecule's orientation with one such matrix requires a unique body frame. For a molecule with a rotational symmetry, several matrices describe indistinguishable orientations, and $d$ separates them.

## Determinant one makes the adjugate a transpose

Let $A=R^TS$, $t=\operatorname{tr}A$ and $M=A+A^T-(t-1)1$. The last is `axisMatrix`, a multiple of the projector onto the rotation axis. Since $RR^T=1$, $A$ is again a rotation, and $(Rv)\cdot(Sv)=v\cdot Av$ for every vector $v$.

```lean
/-- The symmetric matrix `A + Aᵀ - (tr A - 1) 1` built from a matrix `A`. -/
noncomputable def axisMatrix (A : M3) : M3 := A + Aᵀ - (A.trace - 1) • (1 : M3)

/-- The rotation `Rᵀ S` that relates two orientations is again a proper rotation. -/
theorem IsRotation.relative {R S : M3} (hR : IsRotation R) (hS : IsRotation S) :
    IsRotation (Rᵀ * S) := by
  have hR' : R * Rᵀ = 1 := mul_eq_one_comm.mp hR.1
  refine ⟨?_, by rw [det_mul, det_transpose, hR.2, hS.2, one_mul]⟩
  calc (Rᵀ * S)ᵀ * (Rᵀ * S) = Sᵀ * (R * Rᵀ) * S := by
        rw [transpose_mul, transpose_transpose]; simp only [mul_assoc]
    _ = 1 := by rw [hR', mul_one, hS.1]

/-- The scalar product of the images of `v` under `R` and `S` is that of `v` with `Rᵀ S v`. -/
theorem dot_images (R S : M3) (v : Fin 3 → ℝ) :
    (R *ᵥ v) ⬝ᵥ (S *ᵥ v) = v ⬝ᵥ ((Rᵀ * S) *ᵥ v) := by
  rw [← Matrix.mulVec_mulVec, Matrix.dotProduct_mulVec v Rᵀ (S *ᵥ v), Matrix.vecMul_transpose]
```

From $A\,\operatorname{adj}A=(\det A)1=1$ we get $\operatorname{adj}A=A^T$. Cayley–Hamilton then reads $A^2=tA-t1+A^T$. Adding its transpose and using $AA^T=A^TA=1$,

$$M^2=(t+1)(A+A^T)+(2-2t)1-2(t-1)(A+A^T)+(t-1)^21=(3-t)M.$$

In the proof, `hadj` uses the determinant, `hch` is Cayley–Hamilton, and `module` collects terms.

```lean
/-- For a rotation `A`, the axis matrix `M` satisfies `M² = (3 - tr A) M`. -/
theorem axisMatrix_sq {A : M3} (hA : IsRotation A) :
    axisMatrix A * axisMatrix A = (3 - A.trace) • axisMatrix A := by
  -- the adjugate of a rotation is its transpose
  have hadj : A.adjugate = Aᵀ := by
    calc A.adjugate = (Aᵀ * A) * A.adjugate := by rw [hA.1, one_mul]
      _ = Aᵀ := by rw [mul_assoc, Matrix.mul_adjugate, hA.2, one_smul, mul_one]
  -- Cayley-Hamilton in three dimensions
  have hch : A.adjugate = A * A - A.trace • A + A.adjugate.trace • (1 : M3) := by
    rw [Matrix.adjugate_fin_three]
    ext i j
    fin_cases i <;> fin_cases j <;>
      simp [Matrix.mul_apply, Matrix.trace_fin_three, Fin.sum_univ_three] <;> ring
  rw [hadj, trace_transpose] at hch
  have h1 : A * A = A.trace • A - A.trace • (1 : M3) + Aᵀ := by
    rw [hch]; module
  have h2 : Aᵀ * Aᵀ = A.trace • Aᵀ - A.trace • (1 : M3) + A := by
    have h := congrArg Matrix.transpose h1
    simpa only [transpose_mul, transpose_add, transpose_sub, transpose_smul, transpose_one,
      transpose_transpose] using h
  have h3 : A * Aᵀ = 1 := mul_eq_one_comm.mp hA.1
  have hexp : axisMatrix A * axisMatrix A = A * A + Aᵀ * Aᵀ + A * Aᵀ + Aᵀ * A
      - (2 * (A.trace - 1)) • (A + Aᵀ) + ((A.trace - 1) ^ 2) • (1 : M3) := by
    simp only [axisMatrix, mul_add, add_mul, mul_sub, sub_mul, Matrix.smul_mul,
      Matrix.mul_smul, one_mul, mul_one]
    module
  rw [hexp, h1, h2, h3, hA.1, axisMatrix]
  module
```

Without the determinant condition the triangle inequality fails for mixed handedness. Take $R=1$, and let $S$ and $T$ be rotations about $z$ by 60° and 90°, each followed by $z\to-z$. Then $d(R,T)=180°$, but $d(R,S)+d(S,T)=120°+30°$.

## Orthogonality bounds the trace

The columns of $A$ have unit length, so

$$\sum_{i,j}(A_{ij}-\delta_{ij})^2=6-2t\ge0.$$

Hence $t\le3$, and $t=3$ forces every term to vanish, giving $A=1$. In the proof, `c` is the unit length of the columns and `key` is the displayed equality.

```lean
/-- The trace of an orthogonal 3x3 matrix is at most three, and it equals three only for the
identity. -/
theorem trace_le_three {A : M3} (hA : Aᵀ * A = 1) :
    A.trace ≤ 3 ∧ (A.trace = 3 → A = 1) := by
  have c : ∀ j, A 0 j * A 0 j + A 1 j * A 1 j + A 2 j * A 2 j = 1 := by
    intro j
    have h := congrFun (congrFun hA j) j
    simpa only [Matrix.mul_apply, Fin.sum_univ_three, transpose_apply, one_apply_eq] using h
  -- squared Frobenius distance from the identity
  have key : ∑ i, ∑ j, (A i j - (1 : M3) i j) ^ 2 = 6 - 2 * A.trace := by
    simp [Fin.sum_univ_three, Matrix.trace_fin_three, Matrix.one_apply]
    linear_combination c 0 + c 1 + c 2
  have hrow : ∀ i, 0 ≤ ∑ j, (A i j - (1 : M3) i j) ^ 2 :=
    fun i => Finset.sum_nonneg fun j _ => sq_nonneg _
  refine ⟨by linarith [Finset.sum_nonneg fun i (_ : i ∈ Finset.univ) => hrow i], fun ht => ?_⟩
  ext i j
  have h1 : (A i j - (1 : M3) i j) ^ 2 ≤ ∑ j, (A i j - (1 : M3) i j) ^ 2 :=
    Finset.single_le_sum (f := fun j => (A i j - (1 : M3) i j) ^ 2)
      (fun j _ => sq_nonneg _) (Finset.mem_univ j)
  have h2 : ∑ j, (A i j - (1 : M3) i j) ^ 2 ≤ ∑ i, ∑ j, (A i j - (1 : M3) i j) ^ 2 :=
    Finset.single_le_sum (f := fun i => ∑ j, (A i j - (1 : M3) i j) ^ 2)
      (fun i _ => hrow i) (Finset.mem_univ i)
  have h3 : (A i j - (1 : M3) i j) ^ 2 = 0 := le_antisymm (by linarith) (sq_nonneg _)
  exact sub_eq_zero.mp (pow_eq_zero_iff two_ne_zero |>.mp h3)
```

Preserving volume is not enough: for $R=1$ and $S$ a shear with unit diagonal, $\det S=1$ and $d(R,S)=0$, yet $R\ne S$.

## Both conditions give the largest turning angle

If $M$ were invertible, $M^2=(3-t)M$ would give $M=(3-t)1$. Taking traces, $3-t=3(3-t)$, so $t=3$ and $M=0$, a contradiction. Some unit $v$ therefore has $Mv=0$. Because

$$v\cdot Mv=2\,v\cdot Av-(t-1)\,v\cdot v,$$

this $v$ gives $v\cdot Av=(t-1)/2$.

No unit vector gives less. Since $M$ is symmetric, $(3-t)\,v\cdot Mv=|Mv|^2\ge0$, so $v\cdot Mv\ge0$ if $t<3$. Dividing by $3-t$ is illegitimate at $t=3$; there $A=1$ and the scalar product is 1. The proof makes the same case split. `IsLeast` states both the bound and its attainment: $d(R,S)$ is the largest angle between $Rv$ and $Sv$.

```lean
/-- For rotations `R` and `S`, the number `(tr (Rᵀ S) - 1) / 2` is the least scalar product
between the two images `R v` and `S v` of a unit vector `v`, and it is attained. -/
theorem isLeast_cos {R S : M3} (hR : IsRotation R) (hS : IsRotation S) :
    IsLeast {c : ℝ | ∃ v : Fin 3 → ℝ, v ⬝ᵥ v = 1 ∧ c = (R *ᵥ v) ⬝ᵥ (S *ᵥ v)}
      ((trace (Rᵀ * S) - 1) / 2) := by
  have hA := hR.relative hS
  simp only [dot_images]
  generalize Rᵀ * S = A at hA ⊢
  have hsq := axisMatrix_sq hA
  have quad : ∀ v : Fin 3 → ℝ, v ⬝ᵥ (axisMatrix A *ᵥ v)
      = 2 * (v ⬝ᵥ (A *ᵥ v)) - (A.trace - 1) * (v ⬝ᵥ v) := by
    intro v
    unfold axisMatrix
    generalize A.trace = t
    simp only [Matrix.mulVec, dotProduct, Fin.sum_univ_three, Matrix.sub_apply,
      Matrix.add_apply, Matrix.transpose_apply, Matrix.smul_apply, smul_eq_mul]
    simp
    ring
  constructor
  · -- the axis matrix is singular, so it sends some nonzero vector to zero
    have hdet : (axisMatrix A).det = 0 := by
      by_contra hne
      have hN := Matrix.nonsing_inv_mul (axisMatrix A) (isUnit_iff_ne_zero.mpr hne)
      have hM : axisMatrix A = (3 - A.trace) • (1 : M3) := by
        calc axisMatrix A = ((axisMatrix A)⁻¹ * axisMatrix A) * axisMatrix A := by
              rw [hN, one_mul]
          _ = (3 - A.trace) • (1 : M3) := by rw [mul_assoc, hsq, Matrix.mul_smul, hN]
      have htr := congrArg Matrix.trace hM
      simp only [axisMatrix, trace_sub, trace_add, trace_transpose, trace_smul, trace_one,
        Fintype.card_fin, smul_eq_mul] at htr
      push_cast at htr
      have h0 : 3 - A.trace = 0 := by linarith
      apply hne
      rw [hM, h0, zero_smul]
      simp
    obtain ⟨v, hv, hMv⟩ := Matrix.exists_mulVec_eq_zero_iff.mpr hdet
    have hs : 0 < v ⬝ᵥ v :=
      lt_of_le_of_ne (Finset.sum_nonneg fun i _ => mul_self_nonneg _)
        (fun h => hv (dotProduct_self_eq_zero.mp h.symm))
    have hu : ((√(v ⬝ᵥ v))⁻¹ • v) ⬝ᵥ ((√(v ⬝ᵥ v))⁻¹ • v) = 1 := by
      have hr : √(v ⬝ᵥ v) ≠ 0 := (Real.sqrt_pos.mpr hs).ne'
      have hr2 := Real.mul_self_sqrt hs.le
      rw [smul_dotProduct, dotProduct_smul, smul_eq_mul, smul_eq_mul]
      generalize √(v ⬝ᵥ v) = r at hr hr2 ⊢
      rw [← hr2]
      field_simp
    refine ⟨(√(v ⬝ᵥ v))⁻¹ • v, hu, ?_⟩
    have hq := quad ((√(v ⬝ᵥ v))⁻¹ • v)
    rw [hu, Matrix.mulVec_smul (axisMatrix A), hMv, smul_zero, dotProduct_zero] at hq
    linarith
  · rintro c ⟨v, hv, rfl⟩
    obtain ⟨hle, hone⟩ := trace_le_three hA.1
    rcases eq_or_lt_of_le hle with ht | ht
    · rw [ht, hone ht, Matrix.one_mulVec, hv]
      norm_num
    · -- the axis matrix is positive semidefinite
      have hsym : (axisMatrix A)ᵀ = axisMatrix A := by
        simp only [axisMatrix, transpose_sub, transpose_add, transpose_smul, transpose_one,
          transpose_transpose]
        abel
      have hn : (3 - A.trace) * (v ⬝ᵥ (axisMatrix A *ᵥ v))
          = (axisMatrix A *ᵥ v) ⬝ᵥ (axisMatrix A *ᵥ v) := by
        rw [dot_images, hsym, hsq, Matrix.smul_mulVec, dotProduct_smul, smul_eq_mul]
      have h0 : 0 ≤ (axisMatrix A *ᵥ v) ⬝ᵥ (axisMatrix A *ᵥ v) :=
        Finset.sum_nonneg fun i _ => mul_self_nonneg _
      have hq : 0 ≤ v ⬝ᵥ (axisMatrix A *ᵥ v) :=
        le_of_mul_le_mul_left (by linarith) (sub_pos.mpr ht)
      rw [quad, hv] at hq
      linarith
```

## Unit length turns scalar products into angles

For unit vectors $x,y,z$, put $a=x\cdot y$, $b=y\cdot z$, $g=x\cdot z$. Cauchy–Schwarz for $x-ay$ and $z-by$ gives $(g-ab)^2\le(1-a^2)(1-b^2)$, hence

$$g\ge ab-\sqrt{(1-a^2)(1-b^2)}=\cos(\arccos a+\arccos b).$$

If the sum of angles is at most $\pi$, the decreasing arccosine gives the claim; otherwise $\arccos g\le\pi$ suffices. These are `hg`, `hcos` and the final case split.

```lean
/-- Angles between unit vectors obey the triangle inequality. -/
theorem arccos_dot_triangle {x y z : Fin 3 → ℝ} (hx : x ⬝ᵥ x = 1) (hy : y ⬝ᵥ y = 1)
    (hz : z ⬝ᵥ z = 1) :
    Real.arccos (x ⬝ᵥ z) ≤ Real.arccos (x ⬝ᵥ y) + Real.arccos (y ⬝ᵥ z) := by
  have cs : ∀ u w : Fin 3 → ℝ, (u ⬝ᵥ w) ^ 2 ≤ (u ⬝ᵥ u) * (w ⬝ᵥ w) := by
    intro u w
    simpa only [dotProduct, ← sq] using Finset.sum_mul_sq_le_sq_mul_sq Finset.univ u w
  have ha := cs x y
  have hb := cs y z
  -- Cauchy-Schwarz for the components orthogonal to y
  have hg := cs (x - (x ⬝ᵥ y) • y) (z - (y ⬝ᵥ z) • y)
  have c1 := dotProduct_comm y x
  have c2 := dotProduct_comm z y
  simp only [sub_dotProduct, dotProduct_sub, smul_dotProduct, dotProduct_smul, smul_eq_mul,
    c1, c2, hx, hy, hz] at ha hb hg
  generalize x ⬝ᵥ y = a at *
  generalize y ⬝ᵥ z = b at *
  generalize x ⬝ᵥ z = g at *
  have hg' : (a * b - g) ^ 2 ≤ (1 - a ^ 2) * (1 - b ^ 2) := by linarith
  rcases le_total Real.pi (Real.arccos a + Real.arccos b) with h | h
  · exact (Real.arccos_le_pi g).trans h
  · have hcos : Real.cos (Real.arccos a + Real.arccos b) ≤ g := by
      rw [Real.cos_add, Real.cos_arccos (by nlinarith) (by nlinarith),
        Real.cos_arccos (by nlinarith) (by nlinarith), Real.sin_arccos, Real.sin_arccos,
        ← Real.sqrt_mul (by linarith)]
      linarith [Real.le_sqrt_of_sq_le hg']
    have h1 := Real.antitone_arccos hcos
    rwa [Real.arccos_cos (add_nonneg (Real.arccos_nonneg a) (Real.arccos_nonneg b)) h] at h1
```

Without normalisation, $x=z=\tfrac12e$ and $y=2e$, with $e$ a unit vector, give $\arccos\tfrac14>0$ on the left and zero on the right.

Rotations preserve unit length. For the $v$ attaining the least value, $|Rv+Sv|^2\ge0$ gives $(t-1)/2\ge-1$, and $t\le3$ gives the upper bound 1. The arccosine is therefore used within its domain.

```lean
/-- The cosine of the relative angle of two rotations is `(tr (Rᵀ S) - 1) / 2`. -/
theorem cos_relAngle {R S : M3} (hR : IsRotation R) (hS : IsRotation S) :
    Real.cos (relAngle R S) = (trace (Rᵀ * S) - 1) / 2 := by
  obtain ⟨v, hv, hc⟩ := (isLeast_cos hR hS).1
  have h0 : 0 ≤ (R *ᵥ v + S *ᵥ v) ⬝ᵥ (R *ᵥ v + S *ᵥ v) :=
    Finset.sum_nonneg fun i _ => mul_self_nonneg _
  have h1 : (R *ᵥ v) ⬝ᵥ (R *ᵥ v) = 1 := by rw [dot_images, hR.1, Matrix.one_mulVec, hv]
  have h2 : (S *ᵥ v) ⬝ᵥ (S *ᵥ v) = 1 := by rw [dot_images, hS.1, Matrix.one_mulVec, hv]
  rw [add_dotProduct, dotProduct_add, dotProduct_add, h1, h2,
    dotProduct_comm (S *ᵥ v) (R *ᵥ v)] at h0
  have h3 := (trace_le_three (hR.relative hS).1).1
  exact Real.cos_arccos (by linarith) (by linarith)
```

Now choose $v$ to attain $d(R,T)$. Writing $\angle$ for the angle between vectors,

$$d(R,T)=\angle(Rv,Tv)\le\angle(Rv,Sv)+\angle(Sv,Tv)\le d(R,S)+d(S,T).$$

In the proof, `h` is the first inequality, and `h1` and `h2` give the second.

```lean
/-- The relative rotation angle obeys the triangle inequality on proper rotations. -/
theorem relAngle_triangle {R S T : M3} (hR : IsRotation R) (hS : IsRotation S)
    (hT : IsRotation T) : relAngle R T ≤ relAngle R S + relAngle S T := by
  -- follow the direction that turns by the full angle between R and T
  obtain ⟨v, hv, hc⟩ := (isLeast_cos hR hT).1
  have unit : ∀ {Q : M3}, IsRotation Q → (Q *ᵥ v) ⬝ᵥ (Q *ᵥ v) = 1 := by
    intro Q hQ
    rw [dot_images, hQ.1, Matrix.one_mulVec, hv]
  have h := arccos_dot_triangle (unit hR) (unit hS) (unit hT)
  have h1 := Real.antitone_arccos ((isLeast_cos hR hS).2 ⟨v, hv, rfl⟩)
  have h2 := Real.antitone_arccos ((isLeast_cos hS hT).2 ⟨v, hv, rfl⟩)
  unfold relAngle
  rw [hc]
  linarith
```

If $d(R,S)=0$, then $t\ge3$, so $t=3$, $R^TS=1$ and $R=S$. Conversely, $R=S$ gives $t=3$ and $d=0$.

```lean
/-- The relative angle of two rotations vanishes exactly when they coincide. -/
theorem relAngle_eq_zero_iff {R S : M3} (hR : IsRotation R) (hS : IsRotation S) :
    relAngle R S = 0 ↔ R = S := by
  unfold relAngle
  rw [Real.arccos_eq_zero]
  constructor
  · intro h
    obtain ⟨hle, hone⟩ := trace_le_three (hR.relative hS).1
    have h1 : Rᵀ * S = 1 := hone (by linarith)
    calc R = R * (Rᵀ * S) := by rw [h1, mul_one]
      _ = S := by rw [← mul_assoc, mul_eq_one_comm.mp hR.1, one_mul]
  · rintro rfl
    rw [hR.1, trace_one, Fintype.card_fin]
    norm_num
```

## An orthogonal change of axes

If $R$ maps body to laboratory coordinates, multiplying both matrices by $Q$ on the left changes the laboratory axes, and on the right the body axes. Orthogonality of $Q$ cancels it in $(QR)^T(QS)=R^TS$ and, by cyclicity, in $\operatorname{tr}(Q^TR^TSQ)$. Reflections are allowed. A scaling is not: $Q=\tfrac12 1$ with $R=S=1$ changes $d$ from $0$ to $\arccos(-\tfrac18)$.

```lean
/-- The relative angle is unchanged when both matrices are multiplied by the same orthogonal
matrix, from the left or from the right. -/
theorem relAngle_invariant {Q : M3} (hQ : Qᵀ * Q = 1) (R S : M3) :
    relAngle (Q * R) (Q * S) = relAngle R S ∧ relAngle (R * Q) (S * Q) = relAngle R S := by
  have hQ' : Q * Qᵀ = 1 := mul_eq_one_comm.mp hQ
  have h1 : (Q * R)ᵀ * (Q * S) = Rᵀ * S := by
    calc (Q * R)ᵀ * (Q * S) = Rᵀ * (Qᵀ * Q) * S := by
          rw [transpose_mul]; simp only [mul_assoc]
      _ = Rᵀ * S := by rw [hQ, mul_one]
  have h2 : trace ((R * Q)ᵀ * (S * Q)) = trace (Rᵀ * S) := by
    rw [transpose_mul, mul_assoc, Matrix.trace_mul_comm]
    simp only [mul_assoc, hQ', mul_one]
  exact ⟨by rw [relAngle, h1, relAngle], by rw [relAngle, h2, relAngle]⟩
```

Symmetry follows from $\operatorname{tr}(R^TS)=\operatorname{tr}(S^TR)$. `orientationMetric` combines it with `relAngle_triangle` and `relAngle_eq_zero_iff` into a metric space whose points are matrices satisfying `IsRotation`.

```lean
/-- The metric space of orientations: proper rotations with the relative rotation angle as
distance. -/
noncomputable abbrev orientationMetric : MetricSpace {R : M3 // IsRotation R} where
  dist R S := relAngle R.1 S.1
  dist_self R := (relAngle_eq_zero_iff R.2 R.2).2 rfl
  dist_comm R S := by
    unfold relAngle
    rw [← Matrix.trace_transpose (R.1ᵀ * S.1), transpose_mul, transpose_transpose]
  dist_triangle R S T := relAngle_triangle R.2 S.2 T.2
  eq_of_dist_eq_zero := fun {R S} h => Subtype.ext ((relAngle_eq_zero_iff R.2 S.2).1 h)

end OrientationMetric
```

```lean
#print axioms OrientationMetric.cos_relAngle
-- 'OrientationMetric.cos_relAngle' depends on axioms: [propext, Classical.choice, Quot.sound]
#print axioms OrientationMetric.relAngle_triangle
-- 'OrientationMetric.relAngle_triangle' depends on axioms: [propext, Classical.choice, Quot.sound]
#print axioms OrientationMetric.relAngle_invariant
-- 'OrientationMetric.relAngle_invariant' depends on axioms: [propext, Classical.choice, Quot.sound]
```
